# Second-order expansion of an atomic energy level in m/M, given its mass-polarisation series

Take a hydrogen-like atom with electron mass m and nuclear mass M. If e0 is a level energy for an infinitely heavy nucleus, the finite mass replaces m by the reduced mass μ = mM/(m + M), and the level becomes

E = e0 μ/m = e0/(1 + x) = e0 (1 − x + x² − …), with x = m/M.

With two or more electrons there is also mass polarisation, the coupling of the electron momenta through the recoil of the nucleus. I have seen the claim that, if the level energy is μ/m times a series e0 + e1 y + e2 y² + … in the strength y = μ/M of this coupling, then

E = e0 + (e1 − e0) x + (e2 − 2e1 + e0) x² + terms smaller than x².

Where does the −2e1 come from, and when is E exactly linear in y? I would like to see this made rigorous, with a machine-checked proof.

## Scaling out the reduced mass

The −2e1 has two equal sources: the overall factor μ/m multiplies the polarisation term, and y itself is not quite x. Both show up once the masses are scaled out of the Hamiltonian.

After removal of the centre of mass, the non-relativistic energy of a state is

t/μ + p/M + v.

Here t is the expectation value of the sum of pᵢ²/2, p is that of the sum of pᵢ·pⱼ over electron pairs, and v is the Coulomb energy. For one electron there are no pairs, so p = 0.

Now stretch all lengths in the state by the factor m/μ, so that all momenta are multiplied by k = μ/m. Then t and p acquire a factor k², and v a factor k. The energy of the stretched state is

k² t/μ + k² p/M + k v = k [ k t/μ + k p/M + v ] = (μ/m) [ t/m + (μ/M)(p/m) + v ].

The bracket is the energy of an atom with electron mass m and a mass-polarisation term of strength y = μ/M. With its normalising factor included, this dilation is unitary, and it carries the stationary states of the scaled problem to those of the actual atom, so a level has the energy

E = (μ/m) ε(μ/M),

where ε(y) is the corresponding level of the scaled problem.

Both mass factors depend on x alone:

μ/M = m/(m + M) = x/(1 + x) = y

μ/m = M/(m + M) = 1/(1 + x) = 1 − y

Hence E = (1 − y) ε(y).

## Collecting the orders in x

Write ε(y) = e0 + e1 y + e2 y² + r(y), where r(y)/y² → 0 as y → 0 from above. Multiplying out gives

E = e0 + (e1 − e0) y + (e2 − e1) y² − e2 y³ + (1 − y) r(y).

Since y = x − x² + O(x³) and y² = x² + O(x³), the coefficient of x is e1 − e0, and that of x² is

−(e1 − e0) + (e2 − e1) = e2 − 2e1 + e0.

To control the error without O-symbols, put everything over (1 + x)³. With c = e2 − 2e1 + e0, the polynomial part of E minus its claimed expansion has the numerator

e0 (1 + x)² + e1 x(1 + x) + e2 x² − [e0 + (e1 − e0) x + c x²] (1 + x)³.

The constant, linear and quadratic terms cancel. What remains is −x³ Q(x), with

Q(x) = (e0 − 3e1 + 3e2) + (2e0 − 5e1 + 3e2) x + c x².

For the remainder, (1 − y) r(y)/x² = [r(y)/y²]/(1 + x)³, because y = x/(1 + x). The whole error divided by x² is therefore

[r(y)/y²] · 1/(1 + x)³ − x Q(x)/(1 + x)³,

and both terms tend to zero. For hydrogen, with e1 = e2 = 0 and r = 0, this reduces to −e0 x/(1 + x).

## Exact linearity and the shift between isotopes

If ε is exactly quadratic, then

E = e0 + (e1 − e0) y + (e2 − e1) y² − e2 y³.

This equals a + b y for all x > 0 only if the cubic and quadratic coefficients vanish, so e2 = 0 and then e1 = 0. Conversely, e1 = e2 = 0 gives E = e0 − e0 y. That is linear in y, with a constant term, though not in x unless e0 = 0.

In this unpolarised case, two isotopes with nuclear masses M₁ and M₂ differ by

e0 M₂/(m + M₂) − e0 M₁/(m + M₁) = e0 m (M₂ − M₁)/[(m + M₁)(m + M₂)].

For a bound level, e0 < 0, so the heavier isotope lies lower. The formula E = e0/(1 + x) also holds at x = 1: equal masses halve the level energy, as in non-relativistic positronium.

Here is the complete Lean file.

```lean
import Mathlib

open Filter Topology

namespace NormalMassShift

noncomputable section

/-- The reduced mass of an electron of mass `m` and a nucleus of mass `M`. -/
def reducedMass (m M : ℝ) : ℝ := m * M / (m + M)

/-- The internal energy of an atom whose state has the expectation values `t` of the sum of
`p_i ^ 2 / 2`, `p` of the sum of `p_i · p_j` over electron pairs, and `v` of the Coulomb energy. -/
def internalEnergy (μ M t p v : ℝ) : ℝ := t / μ + p / M + v

/-- The energy of a level at finite nuclear mass, where `ε y` is its energy in units scaled to the
reduced mass, with mass polarisation of strength `y`. -/
def atomEnergy (ε : ℝ → ℝ) (m M : ℝ) : ℝ :=
  reducedMass m M / m * ε (reducedMass m M / M)

/-- The energy of a level as a function of the mass ratio `x = m / M`. -/
def energyOfRatio (ε : ℝ → ℝ) (x : ℝ) : ℝ :=
  (1 - x / (1 + x)) * ε (x / (1 + x))

/-- The perturbation series in the mass polarisation, up to second order. -/
def polarisationSeries (e0 e1 e2 y : ℝ) : ℝ := e0 + e1 * y + e2 * y ^ 2

/-- Scaling all momenta by `μ / m` multiplies kinetic terms by the square of this factor and the
Coulomb energy by the factor itself; the energy is then `μ / m` times that of an atom with electron
mass `m` and mass polarisation of strength `μ / M`. -/
theorem internalEnergy_dilation {m M : ℝ} (hm : 0 < m) (hM : 0 < M) (t p v : ℝ) :
    internalEnergy (reducedMass m M) M ((reducedMass m M / m) ^ 2 * t)
        ((reducedMass m M / m) ^ 2 * p) (reducedMass m M / m * v)
      = reducedMass m M / m * (t / m + reducedMass m M / M * (p / m) + v) := by
  have hμ : reducedMass m M ≠ 0 := by
    unfold reducedMass
    positivity
  unfold internalEnergy
  generalize reducedMass m M = μ at hμ ⊢
  field_simp

/-- For a given function `ε`, the energy `atomEnergy ε m M` depends on the two positive masses only
through their ratio `m / M`. -/
theorem atomEnergy_eq_energyOfRatio (ε : ℝ → ℝ) {m M : ℝ} (hm : 0 < m) (hM : 0 < M) :
    atomEnergy ε m M = energyOfRatio ε (m / M) := by
  have hs : m + M ≠ 0 := by positivity
  have hy : m / M / (1 + m / M) = m / (m + M) := by
    have h1 : 1 + m / M = (m + M) / M := by
      rw [add_div, div_self hM.ne', add_comm]
    rw [h1, div_div_div_cancel_right₀ hM.ne']
  have h2 : reducedMass m M / M = m / (m + M) := by
    unfold reducedMass
    field_simp
  have h3 : reducedMass m M / m = 1 - m / (m + M) := by
    have h4 : reducedMass m M / m = M / (m + M) := by
      unfold reducedMass
      field_simp
    rw [h4, eq_sub_iff_add_eq, ← add_div, add_comm M m, div_self hs]
  unfold atomEnergy energyOfRatio
  rw [hy, h2, h3]

/-- If the scaled energy has a second-order expansion in the mass polarisation, then the energy of
the level has the stated second-order expansion in the mass ratio `x = m / M`. -/
theorem energy_expansion (ε : ℝ → ℝ) (e0 e1 e2 : ℝ)
    (h : Tendsto (fun y => (ε y - polarisationSeries e0 e1 e2 y) / y ^ 2) (𝓝[>] 0) (𝓝 0)) :
    Tendsto (fun x => (energyOfRatio ε x - e0 - (e1 - e0) * x
      - (e2 - 2 * e1 + e0) * x ^ 2) / x ^ 2) (𝓝[>] 0) (𝓝 0) := by
  -- the polarisation strength tends to zero from above together with the mass ratio
  have hy : Tendsto (fun x : ℝ => x / (1 + x)) (𝓝[>] 0) (𝓝[>] 0) := by
    refine tendsto_nhdsWithin_iff.mpr ⟨?_, ?_⟩
    · have hc : ContinuousAt (fun x : ℝ => x / (1 + x)) 0 :=
        ContinuousAt.div (by fun_prop) (by fun_prop) (by norm_num)
      have h0 : Tendsto (fun x : ℝ => x / (1 + x)) (𝓝 0) (𝓝 0) := by
        simpa only [zero_div] using hc.tendsto
      exact h0.mono_left nhdsWithin_le_nhds
    · filter_upwards [self_mem_nhdsWithin] with x hx
      have hx' : 0 < x := hx
      exact div_pos hx' (by linarith)
  have h1 : Tendsto (fun x : ℝ => (ε (x / (1 + x))
      - polarisationSeries e0 e1 e2 (x / (1 + x))) / (x / (1 + x)) ^ 2) (𝓝[>] 0) (𝓝 0) :=
    h.comp hy
  have h2 : Tendsto (fun x : ℝ => 1 / (1 + x) ^ 3) (𝓝[>] 0) (𝓝 1) := by
    have hc : ContinuousAt (fun x : ℝ => 1 / (1 + x) ^ 3) 0 :=
      ContinuousAt.div (by fun_prop) (by fun_prop) (by norm_num)
    have h0 : Tendsto (fun x : ℝ => 1 / (1 + x) ^ 3) (𝓝 0) (𝓝 1) := by
      simpa using hc.tendsto
    exact h0.mono_left nhdsWithin_le_nhds
  -- the terms of third and higher order in the mass ratio
  have h3 : Tendsto (fun x : ℝ => x * ((e0 - 3 * e1 + 3 * e2) + (2 * e0 - 5 * e1 + 3 * e2) * x
      + (e2 - 2 * e1 + e0) * x ^ 2) / (1 + x) ^ 3) (𝓝[>] 0) (𝓝 0) := by
    have hc : ContinuousAt (fun x : ℝ => x * ((e0 - 3 * e1 + 3 * e2)
        + (2 * e0 - 5 * e1 + 3 * e2) * x + (e2 - 2 * e1 + e0) * x ^ 2) / (1 + x) ^ 3) 0 :=
      ContinuousAt.div (by fun_prop) (by fun_prop) (by norm_num)
    have h0 := hc.tendsto
    simp only [zero_mul, zero_div] at h0
    exact h0.mono_left nhdsWithin_le_nhds
  have h4 := (h1.mul h2).sub h3
  rw [zero_mul, sub_zero] at h4
  refine h4.congr' ?_
  filter_upwards [self_mem_nhdsWithin] with x hx
  have hx' : 0 < x := hx
  have hx0 : x ≠ 0 := hx'.ne'
  have hx1 : 1 + x ≠ 0 := by positivity
  unfold energyOfRatio polarisationSeries
  generalize ε (x / (1 + x)) = w
  field_simp
  ring

/-- The second-order expansion in `m / M` for a scaled energy that is exactly quadratic in the
mass polarisation. -/
theorem energy_expansion_quadratic (e0 e1 e2 : ℝ) :
    Tendsto (fun x => (energyOfRatio (polarisationSeries e0 e1 e2) x - e0 - (e1 - e0) * x
      - (e2 - 2 * e1 + e0) * x ^ 2) / x ^ 2) (𝓝[>] 0) (𝓝 0) := by
  apply energy_expansion
  simp only [sub_self, zero_div]
  exact tendsto_const_nhds

/-- The second-order expansion of the energy of a level at fixed electron mass, as the nuclear
mass grows without bound. -/
theorem energy_expansion_heavy_nucleus (ε : ℝ → ℝ) (e0 e1 e2 : ℝ) {m : ℝ} (hm : 0 < m)
    (h : Tendsto (fun y => (ε y - polarisationSeries e0 e1 e2 y) / y ^ 2) (𝓝[>] 0) (𝓝 0)) :
    Tendsto (fun M => (atomEnergy ε m M - e0 - (e1 - e0) * (m / M)
      - (e2 - 2 * e1 + e0) * (m / M) ^ 2) / (m / M) ^ 2) atTop (𝓝 0) := by
  have hx : Tendsto (fun M : ℝ => m / M) atTop (𝓝[>] 0) := by
    refine tendsto_nhdsWithin_iff.mpr ⟨tendsto_const_nhds.div_atTop tendsto_id, ?_⟩
    filter_upwards [eventually_gt_atTop (0 : ℝ)] with M hM
    exact div_pos hm hM
  refine ((energy_expansion ε e0 e1 e2 h).comp hx).congr' ?_
  filter_upwards [eventually_gt_atTop (0 : ℝ)] with M hM
  simp only [Function.comp_apply, atomEnergy_eq_energyOfRatio ε hm hM]

/-- For a scaled energy quadratic in the mass polarisation, the energy of the level is a linear
function (with constant term) of `y = x / (1 + x)` exactly when both polarisation coefficients
vanish. -/
theorem energy_linear_iff (e0 e1 e2 : ℝ) :
    (∃ a b : ℝ, ∀ x : ℝ, 0 < x →
      energyOfRatio (polarisationSeries e0 e1 e2) x = a + b * (x / (1 + x)))
      ↔ e1 = 0 ∧ e2 = 0 := by
  constructor
  · rintro ⟨a, b, h⟩
    -- four mass ratios fix the cubic polynomial in `y`
    have h1 := h 1 (by norm_num)
    have h2 := h 2 (by norm_num)
    have h3 := h (1 / 2) (by norm_num)
    have h4 := h (1 / 3) (by norm_num)
    norm_num [energyOfRatio, polarisationSeries] at h1 h2 h3 h4
    constructor <;> linarith
  · rintro ⟨rfl, rfl⟩
    refine ⟨e0, -e0, fun x _ => ?_⟩
    unfold energyOfRatio polarisationSeries
    ring

/-- The normal mass shift between two isotopes of nuclear masses `M₁` and `M₂`, for a level
without mass polarisation. -/
theorem normal_mass_shift (e0 : ℝ) {m M₁ M₂ : ℝ} (hm : 0 < m) (h₁ : 0 < M₁) (h₂ : 0 < M₂) :
    atomEnergy (fun _ => e0) m M₂ - atomEnergy (fun _ => e0) m M₁
      = e0 * m * (M₂ - M₁) / ((m + M₁) * (m + M₂)) := by
  have hs₁ : m + M₁ ≠ 0 := by positivity
  have hs₂ : m + M₂ ≠ 0 := by positivity
  unfold atomEnergy reducedMass
  field_simp
  ring

end

end NormalMassShift
```

```lean
#print axioms NormalMassShift.energy_expansion
#print axioms NormalMassShift.energy_expansion_heavy_nucleus
#print axioms NormalMassShift.energy_linear_iff
#print axioms NormalMassShift.normal_mass_shift
```

```
'NormalMassShift.energy_expansion' depends on axioms: [propext, Classical.choice, Quot.sound]
'NormalMassShift.energy_expansion_heavy_nucleus' depends on axioms: [propext, Classical.choice, Quot.sound]
'NormalMassShift.energy_linear_iff' depends on axioms: [propext, Classical.choice, Quot.sound]
'NormalMassShift.normal_mass_shift' depends on axioms: [propext, Classical.choice, Quot.sound]
```

## Masses, levels and limits as Lean objects

All quantities are real numbers. `reducedMass m M` is μ, and `internalEnergy μ M t p v` is t/μ + p/M + v. The function `ε : ℝ → ℝ` stands for the scaled level energy, and `atomEnergy ε m M` is defined as (μ/m) ε(μ/M). `energyOfRatio ε x` is the same energy written in terms of x, and `polarisationSeries e0 e1 e2 y` is the quadratic in y.

`internalEnergy_dilation` states the scaling identity for positive masses and arbitrary numbers t, p and v. The file contains no wave functions or Hamiltonian, so the passage from this identity to stationary levels is the physical argument given above, and it enters Lean as the definition of `atomEnergy`.

The main theorem, `energy_expansion`, assumes that [ε(y) − (e0 + e1 y + e2 y²)]/y² tends to zero. This condition stands for second-order perturbation theory in the mass polarisation. For an isolated, non-degenerate level, e0 is the energy with an infinitely heavy nucleus, e1 is the expectation value of the sum of pᵢ·pⱼ, divided by m, in that state, and e2 is the second-order energy. The theorem takes the expansion as given and does not compute its coefficients.

The filter `𝓝[>] 0` means that the variable approaches zero through positive values, as a mass ratio must. The value of ε at zero itself plays no part. The conclusion is that the error in E, divided by x², tends to zero; no rate is claimed for a general ε.

The expansion hypothesis does real work. As a purely mathematical example, not the energy of an atom, take ε(y) = y^(3/2) for y > 0 and e0 = e1 = e2 = 0. Then ε(y)/y² is unbounded near zero, and

E/x² = x^(−1/2)/(1 + x)^(5/2),

which diverges as x → 0. A first-order expansion of ε is therefore not enough to guarantee a second-order mass expansion.

Three further theorems accompany this one:

- `energy_expansion_quadratic` treats ε equal to the quadratic itself, where no expansion hypothesis is left to assume.
- `energy_expansion_heavy_nucleus` fixes m > 0 and lets M grow without bound, written `atTop`.
- `atomEnergy_eq_energyOfRatio` says that, for a given function ε, the two masses enter only through m/M. Physically, ε belongs to a fixed electron mass m, and its values scale with m.

`energy_linear_iff` concerns quadratic ε only. Its left side asks for constants a and b that work for every x > 0. `normal_mass_shift` gives the isotope difference for a constant ε, with all three masses positive.

To first order in x, the shift of a level from its value for an infinitely heavy nucleus is the sum of the normal mass shift, −e0 x, and the specific mass shift, e1 x. The isotope shift of the level is the difference of this sum between the two values of x. All this holds within a non-relativistic model with a point nucleus. Relativistic recoil and finite nuclear size are absent from this model.

## How the limits and identities are proved

In `internalEnergy_dilation`, the reduced mass is first shown to be non-zero and then replaced by a free symbol μ. The identity needs nothing more about it, and `field_simp` clears the denominators. `atomEnergy_eq_energyOfRatio` establishes the two ratios from the derivation, μ/M = m/(m + M) and μ/m = 1 − m/(m + M), and substitutes them.

The proof of `energy_expansion` follows the split of the error into two terms:

- `hy` shows that x/(1 + x) tends to zero through positive values. Continuity gives the limit, and positivity of numerator and denominator gives the side.
- `h1` composes the hypothesis on ε with `hy`, so that r(y)/y² → 0 as x → 0.
- `h2` shows that 1/(1 + x)³ → 1.
- `h3` shows that x Q(x)/(1 + x)³ → 0, with the coefficients of Q written out.

The step `h4` multiplies the first two limits and subtracts the third. It remains to identify this combination with the error in the theorem. `congr'` requires the equality only for x near zero and positive, where x and 1 + x are non-zero. There the value ε(x/(1 + x)) is replaced by a single symbol `w`, since the identity holds whatever that value is. `field_simp` and `ring` then carry out the cancellation of the three lowest orders.

For the exactly quadratic case the remainder is identically zero, so the hypothesis is the limit of a constant. For the heavy nucleus, the proof shows that m/M tends to zero from above as M → ∞, composes this with `energy_expansion`, and uses the mass-ratio theorem to return to `atomEnergy`.

The forward direction of `energy_linear_iff` evaluates the assumed equality at x = 1, 2, 1/2 and 1/3, which correspond to y = 1/2, 2/3, 1/3 and 1/4. A polynomial of degree at most three that vanishes at four distinct points is zero. In Lean this appears as four linear equations in a, b, e0, e1 and e2, from which `linarith` derives e1 = 0 and e2 = 0. The reverse direction supplies a = e0 and b = −e0.

Finally, `normal_mass_shift` unfolds the definitions and puts the two energies over a common denominator, where `ring` confirms the numerator.
